# On the Hubbard dimer, straight lines through the energies of 0, 1 and 2 electrons give the ensemble minimum exactly when $U\ge 0$

To assign an energy to a fractional electron number, one can compute total energies at neighbouring integers and join them by straight lines. The result is the lowest energy of a statistical mixture only if the integer energies are convex. For the symmetric Hubbard dimer with hopping $t>0$ and at most two electrons, convexity holds exactly when the on-site interaction $U$ is not attractive. This gives an exact reference for testing approximate functionals at fractional electron number, within a two-site model with a single interaction parameter.

The familiar piecewise-linearity argument for atoms and molecules takes convexity as an assumption. Here it is derived from the model, and nothing follows for Coulomb systems.

```lean
import Mathlib

open Matrix

namespace HubbardDimerFractional

noncomputable section
```

## Each energy is the lowest in its sector

Let $E_0$, $E_1$ and $E_2$ be the energies with 0, 1 and 2 electrons. The hypotheses `h1` and `h2` say that $E_1$ and $E_2$ are ground energies. `HasGroundEnergy H E` expresses this as follows: $E$ is the least real number $e$ for which $Hv=ev$ has a nonzero real solution $v$. The vector need not be normalised.

```lean
/-- `E` is the least eigenvalue of the real matrix `H`. -/
def HasGroundEnergy {n : Type*} [Fintype n] (H : Matrix n n ℝ) (E : ℝ) : Prop :=
  IsLeast {e : ℝ | ∃ v : n → ℝ, v ≠ 0 ∧ H *ᵥ v = e • v} E
```

The one-electron matrix acts on the two site orbitals, both at energy zero.

```lean
/-- One electron hopping between two sites with amplitude `-t`. -/
def oneElectron (t : ℝ) : Matrix (Fin 2) (Fin 2) ℝ := !![0, -t; -t, 0]
```

The two-electron matrix acts on the singlets: two doubly occupied configurations at energy $U$ and the covalent singlet at energy zero. The triplet is left out; in this model its energy is zero, above the singlet ground energy found below.

```lean
/-- Two electrons in the singlet sector: two configurations with one doubly occupied site, at energy
`U`, coupled to the covalent singlet at energy zero. -/
def singlet (t U : ℝ) : Matrix (Fin 3) (Fin 3) ℝ :=
  !![U, 0, -(√2 * t); 0, U, -(√2 * t); -(√2 * t), -(√2 * t), 0]
```

The candidate for $E_2$ is the lower root of a quadratic, written $E$ from here on:
$$E=\tfrac12\left(U-\sqrt{U^2+16t^2}\right).$$

```lean
/-- The lower root of the secular equation `E² - U E - 4t² = 0`. -/
def pairEnergy (t U : ℝ) : ℝ := (U - √(U ^ 2 + 16 * t ^ 2)) / 2
```

By hand, leastness is what lets us replace $E_1$ by $-t$ and $E_2$ by $E$. In the later proofs `IsLeast.unique` does this. If $E_2$ could be any eigenvalue, the criterion would fail: for $t=1$, $U=-3$ the upper root is $1$, and $2E_1=-2\le 1$ although $U<0$.

## Mixtures have a mean electron number between 0 and 2

An ensemble has weights $p_0,p_1,p_2\ge0$ with $p_0+p_1+p_2=1$ and mean electron number $N=p_1+2p_2$. Its energy is $p_0E_0+p_1E_1+p_2E_2$. States with three or four electrons are excluded.

```lean
/-- Energies of all mixtures of states with 0, 1 and 2 electrons, of energies `E0`, `E1`, `E2`,
whose mean electron number is `N`. -/
def ensembleEnergies (E0 E1 E2 N : ℝ) : Set ℝ :=
  {e | ∃ p0 p1 p2 : ℝ, 0 ≤ p0 ∧ 0 ≤ p1 ∧ 0 ≤ p2 ∧ p0 + p1 + p2 = 1 ∧
    p1 + 2 * p2 = N ∧ e = p0 * E0 + p1 * E1 + p2 * E2}
```

The interpolation uses the line from 0 to 1 for $N\le1$ and the line from 1 to 2 otherwise.

```lean
/-- Straight-line interpolation of the energy between neighbouring electron numbers,
for `N` between 0 and 2. -/
def interpolation (E0 E1 E2 N : ℝ) : ℝ :=
  if N ≤ 1 then (1 - N) * E0 + N * E1 else (2 - N) * E1 + (N - 1) * E2
```

The conditions $0\le N\le2$ make the weights used below nonnegative, both by hand and in Lean. Outside this range no such ensemble exists, so there is no minimum: $N=3$, for example, would need $p_1+2p_2=3$, while the left side is at most 2.

## Positive hopping fixes the two ground energies

The hypothesis `ht` says that the electron can move between the sites and that the bonding combination is the lower one. For one electron, the eigenvalue equations are
$$-t v_1=e v_0,\qquad -t v_0=e v_1.$$
Eliminating one component gives $(e^2-t^2)v_0=0$ and $(e^2-t^2)v_1=0$. If $e<-t$, then $e^2>t^2$ and both components vanish. The normalised vector $(1,1)/\sqrt2$ attains $-t$, so $E_1=-t$.

The proof uses the unnormalised vector $(1,1)$. Its `linear_combination` steps are the two eliminations, and `hpos` is the inequality $e^2>t^2$.

```lean
/-- The ground energy of one electron on the dimer is `-t`. -/
theorem oneElectron_ground {t : ℝ} (ht : 0 < t) : HasGroundEnergy (oneElectron t) (-t) := by
  have act : ∀ v : Fin 2 → ℝ, oneElectron t *ᵥ v = ![-(t * v 1), -(t * v 0)] := by
    intro v
    ext i
    fin_cases i <;> simp [oneElectron, Matrix.mulVec, dotProduct, Fin.sum_univ_two]
  unfold HasGroundEnergy
  constructor
  · -- the bonding orbital
    refine ⟨![1, 1], fun h => one_ne_zero (congrFun h 0), ?_⟩
    rw [act]
    ext i
    fin_cases i
    · show -(t * 1) = -t * 1
      ring
    · show -(t * 1) = -t * 1
      ring
  · rintro e ⟨v, hv, h⟩
    by_contra hlt
    have hlt' : e < -t := not_le.mp hlt
    rw [act] at h
    have h0 : -(t * v 1) = e * v 0 := congrFun h 0
    have h1 : -(t * v 0) = e * v 1 := congrFun h 1
    have hpos : 0 < e ^ 2 - t ^ 2 := by
      nlinarith [mul_pos (show 0 < -t - e by linarith) (show 0 < t - e by linarith)]
    have ha : (e ^ 2 - t ^ 2) * v 0 = 0 := by linear_combination (-e) * h0 + t * h1
    have hb : (e ^ 2 - t ^ 2) * v 1 = 0 := by linear_combination (-e) * h1 + t * h0
    have ha' : v 0 = 0 := (mul_eq_zero.mp ha).resolve_left hpos.ne'
    have hb' : v 1 = 0 := (mul_eq_zero.mp hb).resolve_left hpos.ne'
    apply hv
    ext i
    fin_cases i
    exacts [ha', hb']
```

For two electrons we need the signs of $E$ and $U-E$. Since $t>0$, $\sqrt{U^2+16t^2}>|U|$, so $E<0$ and $E<U$. Squaring the root gives the secular equation
$$E^2-UE-4t^2=0.$$

```lean
/-- The pair energy solves the secular equation and lies below both 0 and `U`. -/
theorem pairEnergy_secular {t : ℝ} (ht : 0 < t) (U : ℝ) :
    pairEnergy t U ^ 2 - U * pairEnergy t U - 4 * t ^ 2 = 0 ∧
      pairEnergy t U < 0 ∧ pairEnergy t U < U := by
  have hr : √(U ^ 2 + 16 * t ^ 2) ^ 2 = U ^ 2 + 16 * t ^ 2 := Real.sq_sqrt (by positivity)
  have hlt : |U| < √(U ^ 2 + 16 * t ^ 2) :=
    abs_lt_of_sq_lt_sq (by rw [hr]; nlinarith [pow_pos ht 2]) (Real.sqrt_nonneg _)
  obtain ⟨h1, h2⟩ := abs_lt.mp hlt
  unfold pairEnergy
  refine ⟨?_, by linarith, by linarith⟩
  linear_combination hr / 4
```

The eigenvalue equations are
$$Uv_0-\sqrt2\,t v_2=e v_0,\qquad Uv_1-\sqrt2\,t v_2=e v_1,\qquad -\sqrt2\,t(v_0+v_1)=e v_2.$$
Adding the first two gives $(U-e)(v_0+v_1)=2\sqrt2\,t v_2$. Multiplying the third by $U-e$ and substituting gives
$$(e^2-Ue-4t^2)v_2=0.$$
Suppose $e<E$. The other root of the quadratic is $U-E$, so
$$e^2-Ue-4t^2=(E-e)(U-E-e)>0,$$
because $U-E>0>E>e$. Hence $v_2=0$. The first two equations become $(U-e)v_0=0$ and $(U-e)v_1=0$, and $U-e>0$ makes the whole vector zero. No eigenvalue lies below $E$.

The value $E$ is attained by the normalised vector
$$\frac{(-E,\,-E,\,2\sqrt2\,t)}{\sqrt{2E^2+8t^2}}.$$
Its third row holds directly, and its first two reduce to the secular equation. The Lean proof uses the numerator alone. There `hpos` is the factorised inequality, `hc` the elimination, and `ha` and `hb` the last two equations.

```lean
/-- The ground energy of the two-electron singlet matrix is the pair energy. -/
theorem singlet_ground {t : ℝ} (ht : 0 < t) (U : ℝ) :
    HasGroundEnergy (singlet t U) (pairEnergy t U) := by
  have act : ∀ v : Fin 3 → ℝ, singlet t U *ᵥ v =
      ![U * v 0 - √2 * t * v 2, U * v 1 - √2 * t * v 2, -(√2 * t * v 0) - √2 * t * v 1] := by
    intro v
    ext i
    fin_cases i <;> simp [singlet, Matrix.mulVec, dotProduct, Fin.sum_univ_three] <;> ring
  have hs : √2 ^ 2 = (2 : ℝ) := Real.sq_sqrt (by norm_num)
  obtain ⟨hq, hneg, hU⟩ := pairEnergy_secular ht U
  generalize pairEnergy t U = E at hq hneg hU ⊢
  unfold HasGroundEnergy
  constructor
  · refine ⟨![-E, -E, 2 * (√2 * t)], fun h => ?_, ?_⟩
    · have h0 : -E = 0 := congrFun h 0
      linarith
    · rw [act]
      ext i
      fin_cases i
      · show U * (-E) - √2 * t * (2 * (√2 * t)) = E * (-E)
        linear_combination hq - 2 * t ^ 2 * hs
      · show U * (-E) - √2 * t * (2 * (√2 * t)) = E * (-E)
        linear_combination hq - 2 * t ^ 2 * hs
      · show -(√2 * t * (-E)) - √2 * t * (-E) = E * (2 * (√2 * t))
        ring
  · rintro e ⟨v, hv, h⟩
    by_contra hlt
    have hlt' : e < E := not_le.mp hlt
    rw [act] at h
    have h0 : U * v 0 - √2 * t * v 2 = e * v 0 := congrFun h 0
    have h1 : U * v 1 - √2 * t * v 2 = e * v 1 := congrFun h 1
    have h2 : -(√2 * t * v 0) - √2 * t * v 1 = e * v 2 := congrFun h 2
    -- below the lower root the secular polynomial is positive
    have hpos : 0 < e ^ 2 - U * e - 4 * t ^ 2 := by
      nlinarith [mul_pos (show 0 < E - e by linarith) (show 0 < U - E - e by linarith)]
    have hc : (e ^ 2 - U * e - 4 * t ^ 2) * v 2 = 0 := by
      linear_combination (U - e) * h2 + √2 * t * (h0 + h1) + 2 * t ^ 2 * v 2 * hs
    have hc' : v 2 = 0 := (mul_eq_zero.mp hc).resolve_left hpos.ne'
    have hne : U - e ≠ 0 := by linarith [hU, hlt'] |> fun (h : 0 < U - e) => h.ne'
    have ha : (U - e) * v 0 = 0 := by linear_combination h0 + √2 * t * hc'
    have hb : (U - e) * v 1 = 0 := by linear_combination h1 + √2 * t * hc'
    apply hv
    ext i
    fin_cases i
    exacts [(mul_eq_zero.mp ha).resolve_left hne, (mul_eq_zero.mp hb).resolve_left hne, hc']
```

If positivity of $t$ is dropped, `oneElectron_ground` fails: at $t=-1$ the least eigenvalue is $-1$, whereas $-t=1$. At $t=0$ and $U=1$ both ground energies are zero, so the strictly positive slope jump found below disappears.

## Repulsion makes the energies convex when the vacuum is at zero

The condition $U\ge0$ means that putting two electrons on one site does not lower the interaction energy. With $E_0=0$, convexity at one electron reads $2E_1\le E_2$, or $-2t\le E$. Since $E<0$ and $t>0$, this is equivalent to $E^2\le4t^2$. The secular equation gives $E^2-4t^2=UE$, so the condition becomes $UE\le0$, which, again because $E<0$, means $U\ge0$.

In Lean, each direction assumes the opposite conclusion. `hUE` records the sign of $UE$, and `nlinarith` combines the secular equation with a product of $\pm(2t+E)$ and $2t-E$.

```lean
/-- With vacuum energy 0, the ground energies of the dimer are convex in the electron number
at `N = 1` if and only if the on-site interaction is not attractive. -/
theorem convex_iff_repulsive {t U E1 E2 : ℝ} (ht : 0 < t)
    (h1 : HasGroundEnergy (oneElectron t) E1) (h2 : HasGroundEnergy (singlet t U) E2) :
    2 * E1 ≤ 0 + E2 ↔ 0 ≤ U := by
  obtain rfl : E1 = -t := IsLeast.unique h1 (oneElectron_ground ht)
  obtain rfl : E2 = pairEnergy t U := IsLeast.unique h2 (singlet_ground ht U)
  obtain ⟨hq, hneg, -⟩ := pairEnergy_secular ht U
  generalize pairEnergy t U = E at hq hneg ⊢
  constructor
  · intro h
    by_contra hU
    have hUE : 0 < U * E := mul_pos_of_neg_of_neg (not_le.mp hU) hneg
    nlinarith [mul_nonneg (show 0 ≤ 2 * t + E by linarith) (show 0 ≤ 2 * t - E by linarith)]
  · intro hU
    by_contra h
    have h' : 0 + E < 2 * -t := not_le.mp h
    have hUE : U * E ≤ 0 := mul_nonpos_of_nonneg_of_nonpos hU hneg.le
    nlinarith [mul_pos (show 0 < -(2 * t) - E by linarith) (show 0 < 2 * t - E by linarith)]
```

Without repulsion convexity can fail. At $t=1$, $U=-3$, we have $E_1=-1$ and $E_2=-4$, so an equal mixture of vacuum and pair has energy $-2$ at $N=1$, below the one-electron energy.

The zero vacuum energy says that all three energies share one reference. A common site energy $\varepsilon$ would add $\varepsilon N$ and leave convexity unchanged, but a mismatched reference can destroy it. At $t=1$, $U=3$, both $E_1$ and $E_2$ equal $-1$; setting $E_0=-2$ would violate $2E_1\le E_0+E_2$ despite the repulsion.

## Convexity is what the straight lines need

For any three energies, let $\Delta=E_0+E_2-2E_1$. Substituting the two constraints on the weights shows that the ensemble energy exceeds the interpolation by $p_2\Delta$ when $N\le1$ and by $p_0\Delta$ when $N>1$. If $\Delta\ge0$, no ensemble lies below the lines. The weights $(1-N,N,0)$ and $(0,2-N,N-1)$ attain them in the two ranges.

Conversely, if the interpolation is minimal at $N=1$, comparison with the equal mixture of vacuum and pair gives $E_1\le(E_0+E_2)/2$, which is $\Delta\ge0$. The Lean proof follows this route: `hm` is the equal mixture, and the products passed to `nlinarith` are $p_2\Delta$ and $p_0\Delta$.

```lean
/-- For any three energies, the straight-line interpolation is the lowest ensemble energy at
every `N` in `[0, 2]` if and only if the energies are convex at `N = 1`. -/
theorem interpolation_isLeast_iff (E0 E1 E2 : ℝ) :
    (∀ N, 0 ≤ N → N ≤ 2 →
      IsLeast (ensembleEnergies E0 E1 E2 N) (interpolation E0 E1 E2 N)) ↔
      2 * E1 ≤ E0 + E2 := by
  constructor
  · intro h
    -- compare one electron with an equal mixture of vacuum and pair
    have hm : E0 / 2 + E2 / 2 ∈ ensembleEnergies E0 E1 E2 1 := by
      unfold ensembleEnergies
      exact ⟨1 / 2, 0, 1 / 2, by norm_num, by norm_num, by norm_num, by norm_num,
        by norm_num, by ring⟩
    have hle := (h 1 (by norm_num) (by norm_num)).2 hm
    rw [interpolation, if_pos le_rfl] at hle
    linarith
  · intro h N hN0 hN2
    unfold ensembleEnergies
    by_cases hN : N ≤ 1
    · rw [interpolation, if_pos hN]
      constructor
      · exact ⟨1 - N, N, 0, by linarith, hN0, le_rfl, by ring, by ring, by ring⟩
      · rintro e ⟨p0, p1, p2, -, -, hp2, hsum, rfl, rfl⟩
        obtain rfl : p0 = 1 - p1 - p2 := by linarith
        nlinarith [mul_nonneg hp2 (sub_nonneg.mpr h)]
    · rw [interpolation, if_neg hN]
      constructor
      · exact ⟨0, 2 - N, N - 1, le_rfl, by linarith, by linarith, by ring, by ring, by ring⟩
      · rintro e ⟨p0, p1, p2, hp0, -, -, hsum, rfl, rfl⟩
        obtain rfl : p2 = 1 - p0 - p1 := by linarith
        nlinarith [mul_nonneg hp0 (sub_nonneg.mpr h)]
```

Chaining this equivalence with the convexity criterion gives the statement for the dimer.

```lean
/-- The lowest ensemble energy of the Hubbard dimer follows the straight lines through
`N = 0, 1, 2` if and only if `U ≥ 0`. -/
theorem piecewise_linear_iff_repulsive {t U E1 E2 : ℝ} (ht : 0 < t)
    (h1 : HasGroundEnergy (oneElectron t) E1) (h2 : HasGroundEnergy (singlet t U) E2) :
    (∀ N, 0 ≤ N → N ≤ 2 →
      IsLeast (ensembleEnergies 0 E1 E2 N) (interpolation 0 E1 E2 N)) ↔ 0 ≤ U :=
  (interpolation_isLeast_iff 0 E1 E2).trans (convex_iff_repulsive ht h1 h2)
```

## Attraction replaces the two lines by one chord

Under `hU : U < 0`, the criterion gives $2E_1>E_2$. With vacuum energy zero, every ensemble satisfies
$$p_1E_1+p_2E_2-\frac N2E_2=\frac{p_1}{2}(2E_1-E_2)\ge0.$$
The minimum is therefore $NE_2/2$, attained by mixing only vacuum and pair with weights $1-N/2$ and $N/2$. The proof supplies these weights and passes the product of $p_1$ and $2E_1-E_2$ to `nlinarith`.

For repulsive $U$ the chord is too high: at $t=1$, $U=3$ it gives $-1/2$ at $N=1$, while the one-electron state has energy $-1$.

```lean
/-- For attractive `U` the lowest ensemble energy is the single straight line from the vacuum
to the electron pair. -/
theorem attractive_chord {t U E1 E2 N : ℝ} (ht : 0 < t) (hU : U < 0)
    (h1 : HasGroundEnergy (oneElectron t) E1) (h2 : HasGroundEnergy (singlet t U) E2)
    (hN0 : 0 ≤ N) (hN2 : N ≤ 2) :
    IsLeast (ensembleEnergies 0 E1 E2 N) (N / 2 * E2) := by
  have hc : 0 + E2 < 2 * E1 :=
    not_le.mp fun h => not_le_of_gt hU ((convex_iff_repulsive ht h1 h2).mp h)
  unfold ensembleEnergies
  constructor
  · exact ⟨1 - N / 2, 0, N / 2, by linarith, le_rfl, by linarith, by ring, by ring, by ring⟩
  · rintro e ⟨p0, p1, p2, -, hp1, -, -, rfl, rfl⟩
    nlinarith [mul_nonneg hp1 (sub_nonneg.mpr hc.le)]
```

## Strict repulsion opens a gap

For $U>0$, the slope of the interpolated energy jumps at $N=1$ by
$$(E_2-E_1)-(E_1-0)=2t+E.$$
This is the ionisation energy minus the electron affinity of the one-electron dimer. Since $UE<0$, the secular equation gives $E^2<4t^2$, so the jump is positive. It is below $2t$ because $E<0$. It is below $U/2$ because
$$\left(\frac U2-E\right)^2=\frac{U^2}{4}+4t^2>4t^2,$$
with $U/2-E>0$. In Lean, `hUE` supplies the sign of $UE$, and the products given to `nlinarith` are the corresponding differences of squares.

At $U=0$ strictness is lost: $E_2=-2t$, both electrons occupy the bonding orbital, and the two segments form one line. For fixed $t$, the jump approaches $U/2$ to leading order at small $U$ and tends to $2t$ as $U\to\infty$.

```lean
/-- For repulsive `U` the slope of the energy jumps upwards at `N = 1`, by less than `U / 2`
and by less than `2t`. -/
theorem slope_jump_bounds {t U E1 E2 : ℝ} (ht : 0 < t) (hU : 0 < U)
    (h1 : HasGroundEnergy (oneElectron t) E1) (h2 : HasGroundEnergy (singlet t U) E2) :
    0 < (E2 - E1) - (E1 - 0) ∧ (E2 - E1) - (E1 - 0) < U / 2 ∧
      (E2 - E1) - (E1 - 0) < 2 * t := by
  obtain rfl : E1 = -t := IsLeast.unique h1 (oneElectron_ground ht)
  obtain rfl : E2 = pairEnergy t U := IsLeast.unique h2 (singlet_ground ht U)
  obtain ⟨hq, hneg, -⟩ := pairEnergy_secular ht U
  generalize pairEnergy t U = E at hq hneg ⊢
  have hUE : U * E < 0 := mul_neg_of_pos_of_neg hU hneg
  refine ⟨?_, ?_, by linarith⟩
  · by_contra h
    have h' := not_lt.mp h
    nlinarith [mul_nonneg (show 0 ≤ -(2 * t) - E by linarith) (show 0 ≤ 2 * t - E by linarith)]
  · by_contra h
    have h' := not_lt.mp h
    nlinarith [mul_nonneg (show 0 ≤ 2 * t - (U / 2 - E) by linarith)
      (show 0 ≤ 2 * t + (U / 2 - E) by linarith), pow_pos hU 2]

end

end HubbardDimerFractional
```

```lean
#print axioms HubbardDimerFractional.piecewise_linear_iff_repulsive
#print axioms HubbardDimerFractional.attractive_chord
#print axioms HubbardDimerFractional.slope_jump_bounds
```

```
'HubbardDimerFractional.piecewise_linear_iff_repulsive' depends on axioms: [propext, Classical.choice, Quot.sound]
'HubbardDimerFractional.attractive_chord' depends on axioms: [propext, Classical.choice, Quot.sound]
'HubbardDimerFractional.slope_jump_bounds' depends on axioms: [propext, Classical.choice, Quot.sound]
```
